# The shifted leading-order energy is exact for the Coulomb and oscillator potentials

Take the Coulomb potential $-Z/r$ with $Z>0$, in units $\hbar=m=1$, and the lowest state with angular momentum $l=0$. The true centrifugal term $l(l+1)/(2r^2)$ vanishes, and the classical energy $-Z/r$ has no minimum. Now put in a centrifugal term with effective angular momentum $L=1$:

$$\frac{1}{2r^2}-\frac Zr=\frac12\Big(\frac1r-Z\Big)^2-\frac{Z^2}{2}.$$

The minimum is $-Z^2/2$, at $r=1/Z$. The radial function $u=re^{-Zr}$ has $u''=(Z^2r-2Z)e^{-Zr}$, so $-u''/2-(Z/r)u=-(Z^2/2)u$. The classical minimum and the quantum energy agree. (Normalised, $u=2Z^{3/2}re^{-Zr}$; the solutions below are left unnormalised.)

Such a minimum is the leading term of the shifted $1/N$ expansion, where $N$ is the number of space dimensions and the choice of shift fixes $L$. The problems extend the agreement to all $l$ and to excited states, labelled by the radial quantum number $n=0,1,2,\dots$, for two potentials. The shifted value of $L$ is supplied in each case, not derived.

```lean
import Mathlib

open Polynomial

namespace ShiftedLeadingOrder

noncomputable section
```

The leading-order energy is a classical function of the radius, with $L$ any real number.

```lean
/-- Leading-order energy at radius `r > 0`: centrifugal energy with effective angular momentum `L`
plus the potential `V`, in units with `ℏ = m = 1`. -/
def leadingEnergy (V : ℝ → ℝ) (L r : ℝ) : ℝ := L ^ 2 / (2 * r ^ 2) + V r
```

The two potentials have strength $Z$ and angular frequency $w$.

```lean
/-- The attractive Coulomb potential `-Z/r`, for `r > 0`. -/
def coulomb (Z r : ℝ) : ℝ := -Z / r

/-- The isotropic oscillator potential `w² r² / 2`. -/
def oscillator (w r : ℝ) : ℝ := w ^ 2 * r ^ 2 / 2
```

The quantum side is the radial Schrödinger equation for $u(r)=rR(r)$, where $R$ is the radial wavefunction. `HasDerivAt` makes `u'` and `u''` genuine derivatives at every $r>0$. The predicate contains no boundary conditions, so by itself it does not select energies; the explicit forms of $u$ in (e) and (f), with a nonzero polynomial factor, do that work.

```lean
/-- The function `u` solves the radial Schrödinger equation on `r > 0` with potential `V`,
angular momentum `l` and energy `E`. -/
def IsRadialSolution (V : ℝ → ℝ) (l : ℕ) (E : ℝ) (u : ℝ → ℝ) : Prop :=
  ∃ u' u'' : ℝ → ℝ, ∀ r, 0 < r → HasDerivAt u (u' r) r ∧ HasDerivAt u' (u'' r) r ∧
    -(u'' r) / 2 + (l * (l + 1) / (2 * r ^ 2) + V r) * u r = E * u r
```

The last definition is a sequence of coefficients with real parameters $b$ and $c$, needed in (c).

```lean
/-- Coefficients of the power-series solution, with constant term 1, of
`x p'' + (b - c x) p' + c n p = 0`, for `b > 0`. -/
def kummerCoeff (n : ℕ) (b c : ℝ) : ℕ → ℝ
  | 0 => 1
  | k + 1 => c * (k - n) / ((k + 1) * (k + b)) * kummerCoeff n b c k
```

## (a) The Coulomb minimum

Show that for $Z,L>0$

$$\min_{r>0}\Big(\frac{L^2}{2r^2}-\frac Zr\Big)=-\frac{Z^2}{2L^2}.$$

Complete the square:

$$\frac{L^2}{2r^2}-\frac Zr+\frac{Z^2}{2L^2}=\frac12\Big(\frac Lr-\frac ZL\Big)^2\ge 0,$$

with equality at $r=L^2/Z$.

In Lean, `IsLeast` says that the number is a value of the energy on $(0,\infty)$, written `Set.Ioi 0`, and a lower bound for all such values. The first half supplies the radius; in the second, `key` is the completed square.

```lean
/-- For `Z, L > 0` the minimum over `r > 0` of `L²/(2r²) - Z/r` is `-Z²/(2L²)`. -/
theorem coulomb_minimum {Z L : ℝ} (hZ : 0 < Z) (hL : 0 < L) :
    IsLeast (leadingEnergy (coulomb Z) L '' Set.Ioi 0) (-Z ^ 2 / (2 * L ^ 2)) := by
  constructor
  · -- the minimum sits at r = L²/Z
    refine ⟨L ^ 2 / Z, Set.mem_Ioi.mpr (by positivity), ?_⟩
    simp only [leadingEnergy, coulomb]
    field_simp
    ring
  · rintro _ ⟨r, hr, rfl⟩
    have hr : 0 < r := hr
    have key : leadingEnergy (coulomb Z) L r - -Z ^ 2 / (2 * L ^ 2)
        = (L / r - Z / L) ^ 2 / 2 := by
      simp only [leadingEnergy, coulomb]
      field_simp
      ring
    linarith [sq_nonneg (L / r - Z / L)]
```

## (b) The oscillator minimum

Show that for $w,L>0$

$$\min_{r>0}\Big(\frac{L^2}{2r^2}+\frac{w^2r^2}{2}\Big)=wL.$$

Again a square appears:

$$\frac{L^2}{2r^2}+\frac{w^2r^2}{2}-wL=\frac12\Big(\frac Lr-wr\Big)^2\ge0,$$

with equality at $r=\sqrt{L/w}$. The proof has the same two halves as in (a).

```lean
/-- For `w, L > 0` the minimum over `r > 0` of `L²/(2r²) + w² r²/2` is `w L`. -/
theorem oscillator_minimum {w L : ℝ} (hw : 0 < w) (hL : 0 < L) :
    IsLeast (leadingEnergy (oscillator w) L '' Set.Ioi 0) (w * L) := by
  constructor
  · -- the minimum sits at r² = L/w
    refine ⟨Real.sqrt (L / w), Set.mem_Ioi.mpr (Real.sqrt_pos.mpr (by positivity)), ?_⟩
    simp only [leadingEnergy, oscillator]
    rw [Real.sq_sqrt (by positivity)]
    field_simp
    ring
  · rintro _ ⟨r, hr, rfl⟩
    have hr : 0 < r := hr
    have key : leadingEnergy (oscillator w) L r - w * L = (L / r - w * r) ^ 2 / 2 := by
      simp only [leadingEnergy, oscillator]
      field_simp
      ring
    linarith [sq_nonneg (L / r - w * r)]
```

## (c) A series that stops at degree $n$

For $b>0$, $c\ne0$ and a natural number $n$, find a polynomial $p$ of degree $n$ with

$$x\,p''+(b-cx)\,p'+cn\,p=0.$$

Insert $p=\sum_k a_kx^k$. The coefficient of $x^k$ gives

$$(k+1)(k+b)\,a_{k+1}=c\,(k-n)\,a_k.$$

Start with $a_0=1$. The factor $k-n$ is nonzero for $k<n$, so $a_0,\dots,a_n$ are all nonzero. At $k=n$ it vanishes, and so do all later coefficients. For $n=0$ this gives $p=1$, and for $n=1$ it gives $p=1-(c/b)x$.

In the proof, `hend` is the termination, `hne` the non-vanishing up to $n$, and `hrec` the recursion. Coefficients are then compared power by power, with the constant term treated separately.

Lean assigns `natDegree` 0 to the zero polynomial too. For $n=0$ the statement therefore does not itself exclude $p=0$, here or in (e) and (f); the polynomial built in the proof is $p=1$. For $n\ge1$ the degree condition forces $p\neq0$.

```lean
/-- For `b > 0` and `c ≠ 0` the equation `x p'' + (b - c x) p' + c n p = 0` has a polynomial
solution with `natDegree` equal to `n` (so nonzero if `n ≥ 1`). -/
theorem kummer_polynomial (n : ℕ) {b c : ℝ} (hb : 0 < b) (hc : c ≠ 0) :
    ∃ p : ℝ[X], p.natDegree = n ∧ ∀ x, x * (derivative (derivative p)).eval x
      + (b - c * x) * (derivative p).eval x + c * n * p.eval x = 0 := by
  -- the series terminates at order n
  have hend : ∀ j, kummerCoeff n b c (n + 1 + j) = 0 := by
    intro j
    induction j with
    | zero => simp [kummerCoeff]
    | succ j ih => rw [← add_assoc, kummerCoeff, ih, mul_zero]
  have hne : ∀ k : ℕ, k ≤ n → kummerCoeff n b c k ≠ 0 := by
    intro k
    induction k with
    | zero => intro _; simp [kummerCoeff]
    | succ k ih =>
      intro hk
      have hkn : (k : ℝ) < n := by exact_mod_cast hk
      rw [kummerCoeff]
      exact mul_ne_zero (div_ne_zero (mul_ne_zero hc (sub_ne_zero.mpr hkn.ne)) (by positivity))
        (ih (by omega))
  obtain ⟨p, hp⟩ : ∃ p : ℝ[X], ∀ k, p.coeff k = kummerCoeff n b c k := by
    refine ⟨∑ k ∈ Finset.range (n + 1), monomial k (kummerCoeff n b c k), fun k => ?_⟩
    simp only [finsetSum_coeff, coeff_monomial, Finset.sum_ite_eq', Finset.mem_range]
    split_ifs with h
    · rfl
    · obtain ⟨j, rfl⟩ := Nat.exists_eq_add_of_le (not_lt.mp h)
      exact (hend j).symm
  refine ⟨p, le_antisymm ?_ (le_natDegree_of_ne_zero (by rw [hp]; exact hne n le_rfl)), ?_⟩
  · rw [natDegree_le_iff_coeff_eq_zero]
    intro k hk
    obtain ⟨j, rfl⟩ := Nat.exists_eq_add_of_le (show n + 1 ≤ k from hk)
    rw [hp, hend]
  have hrec : ∀ k : ℕ, kummerCoeff n b c (k + 1) * (((k : ℝ) + 1) * (k + b))
      = c * (k - n) * kummerCoeff n b c k := by
    intro k
    have hk : (k : ℝ) + b ≠ 0 := by positivity
    rw [kummerCoeff]
    field_simp
  -- compare coefficients of each power
  have h : X * derivative (derivative p) + (C b * derivative p - C c * (X * derivative p))
      + C (c * n) * p = 0 := by
    ext k
    rcases k with _ | k
    · have h0 := hrec 0
      simp only [coeff_add, coeff_sub, mul_coeff_zero, coeff_X_zero, coeff_C_zero,
        coeff_zero, coeff_derivative, hp, Nat.cast_zero, zero_add] at h0 ⊢
      linear_combination h0
    · have h1 := hrec (k + 1)
      simp only [coeff_add, coeff_sub, coeff_C_mul, coeff_X_mul, coeff_zero, coeff_derivative,
        hp, Nat.cast_add, Nat.cast_one] at h1 ⊢
      linear_combination h1
  intro x
  have hx := congrArg (Polynomial.eval x) h
  simp only [eval_add, eval_sub, eval_mul, eval_X, eval_C, eval_zero] at hx
  linear_combination hx
```

## (d) Removing the centrifugal term

Write $u=r^{l+1}e^{\varphi}q$ with twice differentiable functions $\varphi(r)$ and $q(r)$. Show that $u$ solves the radial equation with potential $V$ and energy $E$ if, for all $r>0$,

$$q''+2\Big(\frac{l+1}r+\varphi'\Big)q'+\Big(\frac{2(l+1)\varphi'}r+\varphi''+\varphi'^2\Big)q=2(V-E)\,q.$$

Let $F=r^{l+1}e^\varphi$ and $g=F'/F=(l+1)/r+\varphi'$. Then $u'=F(q'+gq)$ and

$$u''=F\big(q''+2gq'+(g'+g^2)q\big).$$

Here

$$g'+g^2=\frac{-(l+1)+(l+1)^2}{r^2}+\frac{2(l+1)\varphi'}r+\varphi''+\varphi'^2,$$

and the first term is $l(l+1)/r^2$. The radial equation reads $u''=\big(l(l+1)/r^2+2(V-E)\big)u$, so the centrifugal terms cancel and the stated equation for $q$ is what remains.

The code writes $\varphi',\varphi'',q',q''$ as `φ₁`, `φ₂`, `q₁`, `q₂`. The step `hF` is $F'=gF$, `hg` differentiates $(l+1)/r$, and the last line multiplies the equation for $q$ by $-F/2$.

```lean
/-- Let `φ₁, φ₂` and `q₁, q₂` be the first and second derivatives of `φ` and `q` on `r > 0`. If they
satisfy `heq` there, which has no centrifugal term, then `u = r^(l+1) exp(φ) q` solves the radial
equation. -/
theorem radial_ansatz {V φ φ₁ φ₂ q q₁ q₂ : ℝ → ℝ} {E : ℝ} {l : ℕ}
    (h : ∀ r, 0 < r → HasDerivAt φ (φ₁ r) r ∧ HasDerivAt φ₁ (φ₂ r) r ∧
      HasDerivAt q (q₁ r) r ∧ HasDerivAt q₁ (q₂ r) r)
    (heq : ∀ r, 0 < r → q₂ r + 2 * ((l + 1) / r + φ₁ r) * q₁ r
      + (2 * (l + 1) * φ₁ r / r + φ₂ r + φ₁ r ^ 2) * q r = 2 * (V r - E) * q r) :
    IsRadialSolution V l E (fun r => r ^ (l + 1) * Real.exp (φ r) * q r) := by
  refine ⟨fun r => r ^ (l + 1) * Real.exp (φ r) * (q₁ r + (((l : ℝ) + 1) / r + φ₁ r) * q r),
    fun r => r ^ (l + 1) * Real.exp (φ r) * (q₂ r + 2 * (((l : ℝ) + 1) / r + φ₁ r) * q₁ r
      + (-((l : ℝ) + 1) / r ^ 2 + φ₂ r + (((l : ℝ) + 1) / r + φ₁ r) ^ 2) * q r), ?_⟩
  intro r hr
  obtain ⟨hφ, hφ₁, hq, hq₁⟩ := h r hr
  -- logarithmic derivative of the prefactor
  have hF : HasDerivAt (fun r => r ^ (l + 1) * Real.exp (φ r))
      ((((l : ℝ) + 1) / r + φ₁ r) * (r ^ (l + 1) * Real.exp (φ r))) r := by
    refine ((hasDerivAt_pow (l + 1) r).fun_mul hφ.exp).congr_deriv ?_
    have e : ((l : ℝ) + 1) / r * (r ^ l * r) = (l + 1) * r ^ l := by field_simp
    rw [Nat.add_sub_cancel, pow_succ]
    push_cast
    linear_combination (-Real.exp (φ r)) * e
  have hg : HasDerivAt (fun r => ((l : ℝ) + 1) / r) (-((l : ℝ) + 1) / r ^ 2) r :=
    ((hasDerivAt_const r ((l : ℝ) + 1)).fun_div (hasDerivAt_id' r) hr.ne').congr_deriv (by ring)
  refine ⟨(hF.fun_mul hq).congr_deriv (by beta_reduce; ring),
    (hF.fun_mul (hq₁.fun_add ((hg.fun_add hφ₁).fun_mul hq))).congr_deriv
      (by beta_reduce; ring), ?_⟩
  beta_reduce
  generalize r ^ (l + 1) * Real.exp (φ r) = F
  linear_combination (-F / 2) * heq r hr
```

## (e) Exact Coulomb energies

Set $L=n+l+1$. Show that the leading-order minimum is

$$E=-\frac{Z^2}{2(n+l+1)^2},$$

and that at this energy the Coulomb radial equation has a solution $r^{l+1}e^{-Zr/(n+l+1)}p(r)$ with $p$ of degree $n$.

The minimum is (a). For the solution let $\kappa=Z/(n+l+1)$, so that $E=-\kappa^2/2$, and use (d) with $\varphi=-\kappa r$ and $q=p$. The terms $\kappa^2p$ cancel, and multiplication by $r$ leaves

$$r\,p''+(2l+2-2\kappa r)\,p'+\big(2Z-2\kappa(l+1)\big)p=0.$$

Since $Z=\kappa(n+l+1)$, the last bracket equals $2\kappa n$. This is the equation of (c) with $b=2l+2$ and $c=2\kappa$.

In the code `hκ` is the relation between $Z$ and $\kappa$, and the final `linear_combination` is the division by $r$.

```lean
/-- For `Z > 0` the leading-order minimum with `L = n+l+1` is `-Z²/(2(n+l+1)²)`, and at this energy
the Coulomb radial equation is solved by `r^(l+1) exp(-Z r/(n+l+1))` times a polynomial with
`natDegree` equal to `n` (so nonzero if `n ≥ 1`). -/
theorem coulomb_exact {Z : ℝ} (hZ : 0 < Z) (n l : ℕ) :
    IsLeast (leadingEnergy (coulomb Z) ((n : ℝ) + l + 1) '' Set.Ioi 0)
      (-Z ^ 2 / (2 * ((n : ℝ) + l + 1) ^ 2)) ∧
    ∃ p : ℝ[X], p.natDegree = n ∧
      IsRadialSolution (coulomb Z) l (-Z ^ 2 / (2 * ((n : ℝ) + l + 1) ^ 2))
        (fun r => r ^ (l + 1) * Real.exp (-(Z / ((n : ℝ) + l + 1)) * r) * p.eval r) := by
  have hN : (0 : ℝ) < (n : ℝ) + l + 1 := by positivity
  obtain ⟨p, hd, hp⟩ := kummer_polynomial n (b := 2 * (l : ℝ) + 2)
    (c := 2 * (Z / ((n : ℝ) + l + 1))) (by positivity) (by positivity)
  refine ⟨coulomb_minimum hZ hN, p, hd, ?_⟩
  have hE : ∀ N : ℝ, -Z ^ 2 / (2 * N ^ 2) = -(Z / N) ^ 2 / 2 := fun N => by ring
  have hκ : Z / ((n : ℝ) + l + 1) * ((n : ℝ) + l + 1) = Z := div_mul_cancel₀ Z hN.ne'
  rw [hE]
  generalize Z / ((n : ℝ) + l + 1) = κ at hκ hp ⊢
  refine radial_ansatz (φ := fun r => -κ * r) (φ₁ := fun _ => -κ) (φ₂ := fun _ => 0)
    (q := fun r => p.eval r) (q₁ := fun r => (derivative p).eval r)
    (q₂ := fun r => (derivative (derivative p)).eval r)
    (fun r _ => ⟨((hasDerivAt_id' r).const_mul (-κ)).congr_deriv (mul_one _),
      hasDerivAt_const r (-κ), p.hasDerivAt r, (derivative p).hasDerivAt r⟩) ?_
  -- what remains is Kummer's equation divided by r
  intro r hr
  have h1 : r⁻¹ * r = 1 := inv_mul_cancel₀ hr.ne'
  simp only [coulomb]
  linear_combination r⁻¹ * hp r
    - ((derivative (derivative p)).eval r - 2 * κ * (derivative p).eval r) * h1
    - 2 * p.eval r * r⁻¹ * hκ
```

## (f) Exact oscillator energies

Set $L=2n+l+\tfrac32$. Show that the leading-order minimum is

$$E=w\big(2n+l+\tfrac32\big),$$

and that at this energy the oscillator radial equation has a solution $r^{l+1}e^{-wr^2/2}p(r^2)$ with $p$ of degree $n$.

The minimum is (b). For the solution use (d) with $\varphi=-wr^2/2$ and $q(r)=p(x)$, $x=r^2$. Then $q'=2r\,p'(x)$ and $q''=2p'(x)+4x\,p''(x)$. The terms $w^2r^2p$ cancel, and division by 4 gives

$$x\,p''+\big(l+\tfrac32-wx\big)p'+\Big(\frac E2-\frac{(2l+3)w}4\Big)p=0.$$

With the given $E$ the last bracket is $wn$, so this is (c) with $b=l+\tfrac32$ and $c=w$. The code obtains the derivatives of $p(r^2)$ from the chain rule in `hq`.

```lean
/-- For `w > 0` the leading-order minimum with `L = 2n+l+3/2` is `w(2n+l+3/2)`, and at this energy
the oscillator radial equation is solved by `r^(l+1) exp(-w r²/2) p(r²)` for a polynomial `p` with
`natDegree` equal to `n` (so nonzero if `n ≥ 1`). -/
theorem oscillator_exact {w : ℝ} (hw : 0 < w) (n l : ℕ) :
    IsLeast (leadingEnergy (oscillator w) (2 * (n : ℝ) + l + 3 / 2) '' Set.Ioi 0)
      (w * (2 * (n : ℝ) + l + 3 / 2)) ∧
    ∃ p : ℝ[X], p.natDegree = n ∧
      IsRadialSolution (oscillator w) l (w * (2 * (n : ℝ) + l + 3 / 2))
        (fun r => r ^ (l + 1) * Real.exp (-(w / 2) * r ^ 2) * p.eval (r ^ 2)) := by
  obtain ⟨p, hd, hp⟩ := kummer_polynomial n (b := (l : ℝ) + 3 / 2) (by positivity) hw.ne'
  refine ⟨oscillator_minimum hw (by positivity), p, hd, ?_⟩
  have hsq : ∀ r : ℝ, HasDerivAt (fun x : ℝ => x ^ 2) (2 * r) r := fun r => by
    simpa using hasDerivAt_pow 2 r
  have hq : ∀ (s : ℝ[X]) (r : ℝ), HasDerivAt (fun x : ℝ => s.eval (x ^ 2))
      (2 * r * (derivative s).eval (r ^ 2)) r := by
    intro s r
    have hc : HasDerivAt ((fun y : ℝ => s.eval y) ∘ (fun x : ℝ => x ^ 2))
        ((derivative s).eval (r ^ 2) * (2 * r)) r :=
      HasDerivAt.comp r (s.hasDerivAt (r ^ 2)) (hsq r)
    rw [mul_comm (2 * r)]
    exact hc
  refine radial_ansatz (φ := fun r => -(w / 2) * r ^ 2) (φ₁ := fun r => -w * r)
    (φ₂ := fun _ => -w) (q := fun r => p.eval (r ^ 2))
    (q₁ := fun r => 2 * r * (derivative p).eval (r ^ 2))
    (q₂ := fun r => 2 * (derivative p).eval (r ^ 2)
      + 4 * r ^ 2 * (derivative (derivative p)).eval (r ^ 2))
    (fun r _ => ⟨((hsq r).const_mul (-(w / 2))).congr_deriv (by ring),
      ((hasDerivAt_id' r).const_mul (-w)).congr_deriv (mul_one _), hq p r,
      (((hasDerivAt_id' r).const_mul (2 : ℝ)).fun_mul (hq (derivative p) r)).congr_deriv
        (by ring)⟩) ?_
  -- what remains is Kummer's equation in the variable r²
  intro r hr
  have h1 : r⁻¹ * r = 1 := inv_mul_cancel₀ hr.ne'
  simp only [oscillator]
  linear_combination 4 * hp (r ^ 2) + (4 * ((l : ℝ) + 1) * (derivative p).eval (r ^ 2)
    - 2 * ((l : ℝ) + 1) * w * p.eval (r ^ 2)) * h1

end

end ShiftedLeadingOrder
```

```lean
#print axioms ShiftedLeadingOrder.coulomb_exact
-- 'ShiftedLeadingOrder.coulomb_exact' depends on axioms: [propext, Classical.choice, Quot.sound]
#print axioms ShiftedLeadingOrder.oscillator_exact
-- 'ShiftedLeadingOrder.oscillator_exact' depends on axioms: [propext, Classical.choice, Quot.sound]
```

## Choosing $L$ in a calculation

The solutions in (e) and (f) vanish at the origin and decay exponentially or faster, as bound states should. That they exhaust the bound spectrum is a familiar fact which the theorems leave open.

For one particle in another smooth central potential, a shifted-expansion code looks for a radius $r_0$ that satisfies the stationarity condition $L^2=r_0^3V'(r_0)$ together with

$$L=l+\tfrac12+\big(n+\tfrac12\big)\sqrt{3+\frac{r_0V''(r_0)}{V'(r_0)}}.$$

It then evaluates $L^2/(2r_0^2)+V(r_0)$ and adds corrections. The square root is 1 for the Coulomb potential and 2 for the oscillator, which gives the values of $L$ used above. Both potentials are therefore good checks of such a code: its leading term should match the known levels up to rounding.
